# The heat capacity of a fixed finite set of levels vanishes faster than any power of T as T → 0+

If I read the Sommerfeld coefficient off my simulation cell as C/T at the lowest temperature I can reach, I get almost zero for a system that should be a metal. I diagonalise the interacting electrons in a periodic box with a finite basis, then compute C from the Boltzmann variance of the many-body energies. Cooling further makes it worse. Is this a bug, or would a better treatment of the interactions bring the linear law back?

## Below the first gap, only activated terms remain

It need not be a bug, and better energies won't help while their list stays finite and fixed. Let the energies be E_i, with k_B = 1, and write

w_i = exp(−E_i/T), Z = Σ_i w_i, U = ⟨E⟩ = Σ_i E_i w_i / Z, C = ⟨(E − U)²⟩ / T².

This C is the usual heat capacity. Since dw_i/dT = w_i E_i/T², the quotient rule gives

dU/dT = (⟨E²⟩ − U²)/T² = C.

For any reference energy a, expand the square about U. The cross term contains ⟨E − U⟩ = 0, so

⟨(E − a)²⟩ = ⟨(E − U)²⟩ + (U − a)².

The variance is therefore at most ⟨(E − E_k)²⟩ for any level k. Since Z ≥ exp(−E_k/T),

C ≤ (1/T²) Σ_i (E_i − E_k)² exp(−(E_i − E_k)/T).

Now let k be a ground level and divide by T^m. Terms with E_i = E_k are zero. For the others put d = E_i − E_k > 0, n = m + 2 and x = d/T:

exp(−d/T)/T^n = d^(−n) xⁿ exp(−x) → 0 as T → 0+.

A finite sum of such terms tends to 0, and C ≥ 0, so C/T^m is squeezed to 0. With m = 1, C/T → 0, which rules out a nonzero Sommerfeld coefficient.

The smallest cases show the behaviour. One level gives C = 0. Two levels, 0 and Δ > 0, give

C = (Δ/T)² exp(−Δ/T) / (1 + exp(−Δ/T))²,

which is positive at every T > 0 but exponentially small once T ≪ Δ.

## What the theorems say about your cell

In the code below, `E : ι → ℝ` lists the many-body energies over a finite nonempty index type `ι`; repeated values represent degeneracy. The definitions `partitionFn`, `thermalMean`, `energyVariance` and `heatCapacity` are Z, the Boltzmann average, the variance and C. The filter `𝓝[>] 0` means that T approaches zero from above.

The main theorem, `heatCapacity_div_pow_tendsto_zero`, holds for every such list and every natural `m`. `not_linear_heatCapacity` excludes any limit `γ ≠ 0` of C/T.

The energies may come from an interacting Hamiltonian, but none is constructed here: they are given real numbers, independent of T, with canonical weights. An infinite spectrum and the thermodynamic limit lie beyond these statements. For finite-basis simulations of the electron gas, the consequence is that a metal's linear coefficient can't be obtained by sending T to zero at fixed cell and basis. The usual definition of that coefficient takes the thermodynamic limit of C per volume first, at fixed density, and lets T go to zero afterwards; in the opposite order the result is zero.

In Lean 4 with Mathlib:

```lean
import Mathlib

open Filter Topology

namespace FiniteCellHeatCapacity

noncomputable section

variable {ι : Type*} [Fintype ι] [Nonempty ι]

/-- The canonical partition function of the levels `E` at temperature `T ≠ 0`, with `k_B = 1`. -/
def partitionFn (E : ι → ℝ) (T : ℝ) : ℝ := ∑ i, Real.exp (-E i / T)

/-- The Boltzmann average at temperature `T ≠ 0` of a quantity with value `A i` in level `i`. -/
def thermalMean (E : ι → ℝ) (T : ℝ) (A : ι → ℝ) : ℝ :=
  (∑ i, A i * Real.exp (-E i / T)) / partitionFn E T

/-- The Boltzmann variance of the energy at temperature `T ≠ 0`. -/
def energyVariance (E : ι → ℝ) (T : ℝ) : ℝ :=
  thermalMean E T (fun i => (E i - thermalMean E T E) ^ 2)

/-- The heat capacity at temperature `T ≠ 0`: the energy variance divided by `T ^ 2`. -/
def heatCapacity (E : ι → ℝ) (T : ℝ) : ℝ := energyVariance E T / T ^ 2

/-- The partition function of a nonempty set of levels is positive. -/
theorem partitionFn_pos (E : ι → ℝ) (T : ℝ) : 0 < partitionFn E T :=
  Finset.sum_pos (fun _ _ => Real.exp_pos _) Finset.univ_nonempty

/-- The mean squared energy measured from a reference `a` is the variance plus the squared
distance of the mean energy from `a`. -/
theorem second_moment_shift (E : ι → ℝ) (T a : ℝ) :
    thermalMean E T (fun i => (E i - a) ^ 2) =
      energyVariance E T + (thermalMean E T E - a) ^ 2 := by
  have key : ∀ b : ℝ, ∑ i, (E i - b) ^ 2 * Real.exp (-E i / T) =
      ∑ i, E i ^ 2 * Real.exp (-E i / T) - 2 * b * ∑ i, E i * Real.exp (-E i / T)
        + b ^ 2 * partitionFn E T := by
    intro b
    simp only [partitionFn, Finset.mul_sum, ← Finset.sum_sub_distrib, ← Finset.sum_add_distrib]
    exact Finset.sum_congr rfl fun i _ => by ring
  have hZ := mul_inv_cancel₀ (partitionFn_pos E T).ne'
  simp only [energyVariance, thermalMean, key]
  linear_combination
    (a ^ 2 - ((∑ i, E i * Real.exp (-E i / T)) / partitionFn E T) ^ 2) * hZ

/-- At `T ≠ 0` the temperature derivative of the mean energy is the heat capacity defined
by the energy variance. -/
theorem hasDerivAt_meanEnergy (E : ι → ℝ) {T : ℝ} (hT : T ≠ 0) :
    HasDerivAt (fun t => thermalMean E t E) (heatCapacity E T) T := by
  -- each Boltzmann factor changes at the rate `E i / T ^ 2` relative to itself
  have hw : ∀ i, HasDerivAt (fun t => Real.exp (-E i / t))
      (Real.exp (-E i / T) * (E i / T ^ 2)) T := fun i =>
    (((hasDerivAt_const T (-E i)).fun_div (hasDerivAt_id' T) hT).exp).congr_deriv (by ring)
  have hZ : HasDerivAt (fun t => partitionFn E t)
      ((∑ i, E i * Real.exp (-E i / T)) / T ^ 2) T := by
    refine (HasDerivAt.fun_sum (u := Finset.univ) fun i _ => hw i).congr_deriv ?_
    rw [Finset.sum_div]
    exact Finset.sum_congr rfl fun i _ => by ring
  have hN : HasDerivAt (fun t => ∑ i, E i * Real.exp (-E i / t))
      ((∑ i, E i ^ 2 * Real.exp (-E i / T)) / T ^ 2) T := by
    refine (HasDerivAt.fun_sum (u := Finset.univ)
      fun i _ => (hw i).const_mul (E i)).congr_deriv ?_
    rw [Finset.sum_div]
    exact Finset.sum_congr rfl fun i _ => by ring
  refine (hN.fun_div hZ (partitionFn_pos E T).ne').congr_deriv ?_
  -- the quotient rule gives the second moment minus the squared mean, divided by `T ^ 2`
  have hv := second_moment_shift E T 0
  simp only [sub_zero] at hv
  rw [heatCapacity, eq_sub_of_add_eq hv.symm]
  simp only [thermalMean]
  have hc := mul_inv_cancel₀ (partitionFn_pos E T).ne'
  linear_combination ((∑ i, E i ^ 2 * Real.exp (-E i / T)) / T ^ 2
    * (partitionFn E T)⁻¹) * hc

/-- If two levels differ in energy, the heat capacity is strictly positive at every `T > 0`. -/
theorem heatCapacity_pos (E : ι → ℝ) {T : ℝ} (hT : 0 < T) {i j : ι} (hij : E i ≠ E j) :
    0 < heatCapacity E T := by
  -- some level differs from the mean energy
  obtain ⟨k, hk⟩ : ∃ k, E k ≠ thermalMean E T E := by
    by_contra h
    simp only [ne_eq, not_exists, not_not] at h
    exact hij ((h i).trans (h j).symm)
  have hk' := sub_ne_zero.2 hk
  have hnum : 0 < ∑ l, (E l - thermalMean E T E) ^ 2 * Real.exp (-E l / T) :=
    Finset.sum_pos' (fun l _ => by positivity) ⟨k, Finset.mem_univ k, by positivity⟩
  exact div_pos (div_pos hnum (partitionFn_pos E T)) (pow_pos hT 2)

/-- The heat capacity is at most the sum of squared excitation energies, counted from any
level `k`, weighted by their Boltzmann factors and divided by `T ^ 2`. -/
theorem heatCapacity_le_sum (E : ι → ℝ) (T : ℝ) (k : ι) :
    heatCapacity E T ≤
      (∑ i, (E i - E k) ^ 2 * Real.exp (-(E i - E k) / T)) / T ^ 2 := by
  have h1 : energyVariance E T ≤ thermalMean E T (fun i => (E i - E k) ^ 2) := by
    linarith [second_moment_shift E T (E k), sq_nonneg (thermalMean E T E - E k)]
  -- keep only level `k` in the partition function
  have hk : Real.exp (-E k / T) ≤ partitionFn E T :=
    Finset.single_le_sum (f := fun i => Real.exp (-E i / T))
      (fun i _ => (Real.exp_pos _).le) (Finset.mem_univ k)
  have h2 : thermalMean E T (fun i => (E i - E k) ^ 2) ≤
      ∑ i, (E i - E k) ^ 2 * Real.exp (-(E i - E k) / T) := by
    unfold thermalMean
    rw [div_le_iff₀ (partitionFn_pos E T)]
    calc ∑ i, (E i - E k) ^ 2 * Real.exp (-E i / T)
        = (∑ i, (E i - E k) ^ 2 * Real.exp (-(E i - E k) / T)) * Real.exp (-E k / T) := by
          rw [Finset.sum_mul]
          refine Finset.sum_congr rfl fun i _ => ?_
          rw [mul_assoc, ← Real.exp_add]
          congr 2
          ring
      _ ≤ _ := mul_le_mul_of_nonneg_left hk (Finset.sum_nonneg fun i _ => by positivity)
  exact div_le_div_of_nonneg_right (h1.trans h2) (sq_nonneg T)

/-- If every level either has the energy of level `k` or lies at least `Δ` above it, then at
`T > 0` the heat capacity is bounded by a constant times `exp (-Δ / T) / T ^ 2`. -/
theorem heatCapacity_le_of_gap (E : ι → ℝ) {T Δ : ℝ} (hT : 0 < T) (k : ι)
    (hgap : ∀ i, E i = E k ∨ E k + Δ ≤ E i) :
    heatCapacity E T ≤ (∑ i, (E i - E k) ^ 2) * Real.exp (-Δ / T) / T ^ 2 := by
  refine (heatCapacity_le_sum E T k).trans (div_le_div_of_nonneg_right ?_ (sq_nonneg T))
  rw [Finset.sum_mul]
  refine Finset.sum_le_sum fun i _ => ?_
  rcases hgap i with h | h
  · simp [h]
  · exact mul_le_mul_of_nonneg_left
      (Real.exp_le_exp.2 (div_le_div_of_nonneg_right (by linarith) hT.le)) (sq_nonneg _)

/-- For an excitation energy `d > 0`, the factor `exp (-d / T)` vanishes faster than any power
of `T` as `T` tends to zero from above. -/
theorem tendsto_activated {d : ℝ} (hd : 0 < d) (n : ℕ) :
    Tendsto (fun T : ℝ => Real.exp (-d / T) / T ^ n) (𝓝[>] 0) (𝓝 0) := by
  -- substitute `x = d / T` in the limit of `x ^ n * exp (-x)` at infinity
  have h := ((Real.tendsto_pow_mul_exp_neg_atTop_nhds_zero n).comp
    (tendsto_inv_nhdsGT_zero.const_mul_atTop hd)).const_mul ((d ^ n)⁻¹)
  rw [mul_zero] at h
  refine h.congr fun T => ?_
  have he : -(d * T⁻¹) = -d / T := by ring
  simp only [Function.comp_apply, he, mul_pow, inv_pow]
  rw [mul_assoc, inv_mul_cancel_left₀ (pow_pos hd n).ne', mul_comm, ← div_eq_mul_inv]

/-- The heat capacity of a finite nonempty set of levels vanishes faster than every power of
the temperature as `T` tends to zero from above. -/
theorem heatCapacity_div_pow_tendsto_zero (E : ι → ℝ) (m : ℕ) :
    Tendsto (fun T => heatCapacity E T / T ^ m) (𝓝[>] 0) (𝓝 0) := by
  obtain ⟨k, hk⟩ := Finite.exists_min E
  -- ground levels contribute nothing, all others are activated
  have hg : Tendsto (fun T : ℝ => ∑ i, (E i - E k) ^ 2 *
      (Real.exp (-(E i - E k) / T) / T ^ (m + 2))) (𝓝[>] 0) (𝓝 (∑ _i : ι, (0 : ℝ))) := by
    refine tendsto_finsetSum _ fun i _ => ?_
    rcases (hk i).eq_or_lt with h | h
    · simp [h]
    · simpa only [mul_zero] using
        (tendsto_activated (sub_pos.2 h) (m + 2)).const_mul ((E i - E k) ^ 2)
  rw [Finset.sum_const_zero] at hg
  refine tendsto_of_tendsto_of_tendsto_of_le_of_le' tendsto_const_nhds hg ?_ ?_
  · filter_upwards [self_mem_nhdsWithin] with T hT
    have hT0 : 0 < T := hT
    have hnum : 0 ≤ ∑ l, (E l - thermalMean E T E) ^ 2 * Real.exp (-E l / T) :=
      Finset.sum_nonneg fun l _ => by positivity
    have hC : 0 ≤ heatCapacity E T :=
      div_nonneg (div_nonneg hnum (partitionFn_pos E T).le) (sq_nonneg T)
    exact div_nonneg hC (pow_nonneg hT0.le m)
  · filter_upwards [self_mem_nhdsWithin] with T hT
    have hT0 : 0 < T := hT
    refine (div_le_div_of_nonneg_right (heatCapacity_le_sum E T k)
      (pow_nonneg hT0.le m)).trans_eq ?_
    rw [div_div, ← pow_add, Finset.sum_div, add_comm 2 m]
    exact Finset.sum_congr rfl fun i _ => mul_div_assoc _ _ _

/-- For a finite nonempty set of levels, `C(T) / T` does not tend to any nonzero coefficient
`γ` as `T` tends to zero from above. -/
theorem not_linear_heatCapacity (E : ι → ℝ) {γ : ℝ} (hγ : γ ≠ 0) :
    ¬ Tendsto (fun T => heatCapacity E T / T) (𝓝[>] 0) (𝓝 γ) := by
  intro h
  have h0 := heatCapacity_div_pow_tendsto_zero E 1
  simp only [pow_one] at h0
  exact hγ (tendsto_nhds_unique h h0)

end

end FiniteCellHeatCapacity
```

```lean
#print axioms FiniteCellHeatCapacity.heatCapacity_pos
#print axioms FiniteCellHeatCapacity.heatCapacity_le_of_gap
#print axioms FiniteCellHeatCapacity.heatCapacity_div_pow_tendsto_zero
#print axioms FiniteCellHeatCapacity.not_linear_heatCapacity
```

```
'FiniteCellHeatCapacity.heatCapacity_pos' depends on axioms: [propext, Classical.choice, Quot.sound]
'FiniteCellHeatCapacity.heatCapacity_le_of_gap' depends on axioms: [propext, Classical.choice, Quot.sound]
'FiniteCellHeatCapacity.heatCapacity_div_pow_tendsto_zero' depends on axioms: [propext, Classical.choice, Quot.sound]
'FiniteCellHeatCapacity.not_linear_heatCapacity' depends on axioms: [propext, Classical.choice, Quot.sound]
```

## From the variance to the squeeze

`second_moment_shift` is the identity for a general reference energy. Its step `key` expands the square about any `b`, and `linear_combination` finishes using Z · Z⁻¹ = 1. `hasDerivAt_meanEnergy` differentiates the weights (`hw`), the denominator (`hZ`) and the numerator (`hN`), then applies the quotient rule and the shift identity at a = 0.

`heatCapacity_pos` shows that C > 0 at every T > 0 when two levels differ: some level must then differ from the mean, and it contributes a positive term to the variance.

In `heatCapacity_le_sum`, `h1` drops the squared distance (U − E_k)², `hk` keeps one weight of Z, and `h2` combines the exponentials. `heatCapacity_le_of_gap` turns this into a single bound proportional to exp(−Δ/T)/T², which is activated when Δ > 0.

`tendsto_activated` makes the substitution x = d/T in Mathlib's limit for xⁿ exp(−x). The main proof picks a ground level with `Finite.exists_min`, proves in `hg` that the bounding sum tends to zero, and squeezes C/T^m between 0 and that sum. The last theorem takes `m = 1` and uses uniqueness of limits.
